# The Mermin matrix of three spins 1/2: GHZ eigenvalue 4, classical bound 2

For three spins 1/2, the Mermin matrix

$$M = XXX - XYY - YXY - YYX$$

satisfies

$$M^2 = 4 + 4(Z_1Z_2 + Z_1Z_3 + Z_2Z_3),$$

and the normalised state $(|uuu\rangle + |ddd\rangle)/\sqrt2$, the GHZ state, is an eigenvector with eigenvalue 4. If the six local observables are replaced by numbers $\pm1$, the same combination has absolute value at most 2. Here $X, Y, Z$ are the Pauli matrices, $u$ and $d$ mean up and down along $z$, and the position in a product names the spin. For three ideal, distinguishable spins, an expectation value of $M$ above 2 therefore rules out averages over such preassigned local values with one probability distribution for all measurement settings.

## Operators on separate spins

One assumption is built into the definitions: each observable acts on one spin only. `op3 A B C` is the Kronecker product $A\otimes B\otimes C$, and a state is a complex function on `Spins`, with 0 for up and 1 for down. The convention for $Y$ gives $Yu = i\,d$ and $Yd = -i\,u$.

```lean
import Mathlib

open Matrix
open scoped Kronecker

namespace MerminThreeSpins

noncomputable section

/-- Operators on a single spin 1/2. -/
abbrev Op := Matrix (Fin 2) (Fin 2) ℂ

/-- Basis labels of three spins 1/2; at each site 0 is up and 1 is down. -/
abbrev Spins := Fin 2 × Fin 2 × Fin 2

/-- The Pauli matrix X. -/
def σx : Op := !![0, 1; 1, 0]

/-- The Pauli matrix Y. -/
def σy : Op := !![0, -Complex.I; Complex.I, 0]

/-- The Pauli matrix Z. -/
def σz : Op := !![1, 0; 0, -1]

/-- The three-spin operator acting with `A`, `B`, `C` on the first, second and third spin. -/
def op3 (A B C : Op) : Matrix Spins Spins ℂ := A ⊗ₖ (B ⊗ₖ C)
```

`merminOp` allows any two operators $A_i, B_i$ at site $i$, and `M` sets $A_i = X$, $B_i = Y$. `merminValue` is the same polynomial in real numbers.

```lean
/-- The Mermin combination of two observables `Aᵢ`, `Bᵢ` at each of three sites. -/
def merminOp (A₁ B₁ A₂ B₂ A₃ B₃ : Op) : Matrix Spins Spins ℂ :=
  op3 A₁ A₂ A₃ - op3 A₁ B₂ B₃ - op3 B₁ A₂ B₃ - op3 B₁ B₂ A₃

/-- The Mermin matrix XXX - XYY - YXY - YYX. -/
def M : Matrix Spins Spins ℂ := merminOp σx σy σx σy σx σy

/-- The Mermin combination of six numbers assigned to the local observables. -/
def merminValue (a₁ b₁ a₂ b₂ a₃ b₃ : ℝ) : ℝ :=
  a₁ * a₂ * a₃ - a₁ * b₂ * b₃ - b₁ * a₂ * b₃ - b₁ * b₂ * a₃

/-- The state (uuu + ddd)/√2. -/
def ghz : Spins → ℂ := fun s =>
  if s = (0, 0, 0) then ((Real.sqrt 2 : ℝ) : ℂ)⁻¹
  else if s = (1, 1, 1) then ((Real.sqrt 2 : ℝ) : ℂ)⁻¹ else 0
```

By hand, separateness is used whenever factors are collected spin by spin:

$$(A\otimes B\otimes C)(A'\otimes B'\otimes C') = AA'\otimes BB'\otimes CC'.$$

In Lean this is `op3_mul`. It implies that operators on different spins commute, which lets the square be reduced to local commutators.

```lean
lemma op3_apply (A B C : Op) (i j k i' j' k' : Fin 2) :
    op3 A B C (i, j, k) (i', j', k') = A i i' * (B j j' * C k k') := rfl

/-- Three-spin product operators multiply site by site. -/
theorem op3_mul (A B C A' B' C' : Op) :
    op3 A B C * op3 A' B' C' = op3 (A * A') (B * B') (C * C') := by
  simp only [op3, Matrix.mul_kronecker_mul]

lemma op3_one : op3 1 1 1 = 1 := by
  simp [op3]
```

## Observables that square to one

A Hermitian observable with $A^2 = 1$ has only the outcomes $\pm1$. The theorem `merminOp_sq` assumes the squares, but not Hermiticity.

Write $T_1 = A_1A_2A_3$, $T_2 = A_1B_2B_3$, $T_3 = B_1A_2B_3$ and $T_4 = B_1B_2A_3$, so that the Mermin operator is $T_1 - T_2 - T_3 - T_4$. Each $T_k^2$ is 1, which gives 4. In every cross term one site carries a repeated operator and drops out. For the terms in which site 1 drops out,

$$-(T_1T_2 + T_2T_1) + (T_3T_4 + T_4T_3)$$
$$= -A_2B_2A_3B_3 - B_2A_2B_3A_3 + A_2B_2B_3A_3 + B_2A_2A_3B_3 = -C_2C_3,$$

where $C_i = A_iB_i - B_iA_i$. In the same way, $T_1,T_3$ with $T_2,T_4$ give $-C_1C_3$, and $T_1,T_4$ with $T_2,T_3$ give $-C_1C_2$. Hence the square is $4 - C_1C_2 - C_1C_3 - C_2C_3$.

Without the hypothesis the formula fails: if all six operators are zero, the left side is 0 and the right side is 4.

```lean
/-- For local observables that square to one, the square of the Mermin operator is 4 minus
the sum over pairs of sites of the products of local commutators. -/
theorem merminOp_sq (A₁ B₁ A₂ B₂ A₃ B₃ : Op)
    (hA₁ : A₁ * A₁ = 1) (hB₁ : B₁ * B₁ = 1) (hA₂ : A₂ * A₂ = 1)
    (hB₂ : B₂ * B₂ = 1) (hA₃ : A₃ * A₃ = 1) (hB₃ : B₃ * B₃ = 1) :
    merminOp A₁ B₁ A₂ B₂ A₃ B₃ ^ 2 = (4 : ℂ) • (1 : Matrix Spins Spins ℂ)
      - (op3 (A₁ * B₁ - B₁ * A₁) (A₂ * B₂ - B₂ * A₂) 1
        + op3 (A₁ * B₁ - B₁ * A₁) 1 (A₃ * B₃ - B₃ * A₃)
        + op3 1 (A₂ * B₂ - B₂ * A₂) (A₃ * B₃ - B₃ * A₃)) := by
  rw [← op3_one, pow_two]
  -- expand into sixteen products, each taken site by site
  simp only [merminOp, sub_mul, mul_sub, op3_mul, hA₁, hB₁, hA₂, hB₂, hA₃, hB₃]
  ext ⟨i, j, k⟩ ⟨i', j', k'⟩
  simp only [Matrix.sub_apply, Matrix.add_apply, Matrix.smul_apply, smul_eq_mul, op3_apply]
  ring
```

The proof turns on passing to matrix entries with `ext`. After `simp only` has multiplied the operators site by site and inserted the squares, an entry such as `(A₁ * B₁) i i'` is a complex number, and `ring` treats it as an indeterminate. The operator order is fixed inside that entry, so a commutative tactic can finish a noncommutative identity.

In the limiting case where the commutators vanish at two of the three sites, every product $C_iC_j$ is zero and the square is 4. Any eigenvalue is then $\pm2$, the size of the classical bound.

## The Pauli commutator

The Pauli matrices satisfy $XY - YX = 2iZ$. Each product of two commutators is $(2i)^2Z_iZ_j = -4Z_iZ_j$, which turns the general formula into the stated square. In `M_sq`, `linear_combination` supplies $i^2=-1$ through `Complex.I_sq`.

```lean
/-- The Pauli matrices X and Y square to one, and their commutator is 2iZ. -/
theorem merminOp_sq_witness :
    σx * σx = 1 ∧ σy * σy = 1 ∧ σx * σy - σy * σx = (2 * Complex.I) • σz := by
  refine ⟨?_, ?_, ?_⟩ <;> ext i j <;> fin_cases i <;> fin_cases j <;>
    simp [σx, σy, σz, Matrix.mul_apply, Fin.sum_univ_two] <;> ring

/-- The square of the Mermin matrix is 4 + 4(Z₁Z₂ + Z₁Z₃ + Z₂Z₃). -/
theorem M_sq : M ^ 2 = (4 : ℂ) • (1 : Matrix Spins Spins ℂ)
    + (4 : ℂ) • (op3 σz σz 1 + op3 σz 1 σz + op3 1 σz σz) := by
  obtain ⟨hx, hy, hc⟩ := merminOp_sq_witness
  rw [M, merminOp_sq σx σy σx σy σx σy hx hy hx hy hx hy, hc]
  ext ⟨i, j, k⟩ ⟨i', j', k'⟩
  simp only [Matrix.sub_apply, Matrix.add_apply, Matrix.smul_apply, smul_eq_mul, op3_apply]
  -- each pair of commutators contributes (2i)² = -4
  linear_combination (-4 * (σz i i' * (σz j j' * (1 : Op) k k')
    + σz i i' * ((1 : Op) j j' * σz k k')
    + (1 : Op) i i' * (σz j j' * σz k k'))) * Complex.I_sq
```

The eigenvector needs the action of $M$ itself. All four terms flip all three spins. On $uuu$, each pair of $Y$'s gives $i^2=-1$, so the terms add to $M\,uuu = 4\,ddd$; likewise $M\,ddd = 4\,uuu$. If one spin differs from the other two, the pair of $Y$'s on equal spins gives $-1$ and the other two pairs give $+1$, so the total is $1+1-1-1=0$. `M_mulVec` checks this component by component.

```lean
/-- The Mermin matrix exchanges the amplitudes of uuu and ddd with a factor 4 and
removes all other amplitudes. -/
theorem M_mulVec (v : Spins → ℂ) : M *ᵥ v = fun s =>
    if s = (0, 0, 0) then 4 * v (1, 1, 1)
    else if s = (1, 1, 1) then 4 * v (0, 0, 0) else 0 := by
  ext ⟨i, j, k⟩
  fin_cases i <;> fin_cases j <;> fin_cases k <;>
    norm_num [Matrix.mulVec, dotProduct, Fintype.sum_prod_type, Fin.sum_univ_two,
      M, merminOp, op3_apply, σx, σy]
```

## A nonzero eigenvector

An eigenvector is nonzero by definition; the zero vector would satisfy the eigenvalue equation for every $\mu$. For $Mv = \mu v$ the action gives

$$4v_{ddd} = \mu v_{uuu},\qquad 4v_{uuu} = \mu v_{ddd},$$

and $0=\mu v_s$ for every other $s$. The first two equations imply $\mu^2v_s = 16v_s$ for $s=uuu$ and $s=ddd$. So $\mu(\mu-4)(\mu+4)v_s=0$ for all $s$, and one nonzero amplitude forces $\mu\in\{0,4,-4\}$. The proof picks that amplitude with `Function.ne_iff`.

```lean
/-- Every eigenvalue of the Mermin matrix is 0, 4 or -4. -/
theorem M_eigenvalue (v : Spins → ℂ) (μ : ℂ) (hv : v ≠ 0) (h : M *ᵥ v = μ • v) :
    μ = 0 ∨ μ = 4 ∨ μ = -4 := by
  rw [M_mulVec] at h
  have eu : 4 * v (1, 1, 1) = μ * v (0, 0, 0) := by simpa using congrFun h (0, 0, 0)
  have ed : 4 * v (0, 0, 0) = μ * v (1, 1, 1) := by simpa using congrFun h (1, 1, 1)
  obtain ⟨s, hs⟩ := Function.ne_iff.mp hv
  -- every amplitude is annihilated by μ(μ - 4)(μ + 4)
  have key : μ * (μ - 4) * (μ + 4) * v s = 0 := by
    by_cases h0 : s = (0, 0, 0)
    · rw [h0]
      linear_combination (-μ ^ 2) * eu - 4 * μ * ed
    · by_cases h1 : s = (1, 1, 1)
      · rw [h1]
        linear_combination (-μ ^ 2) * ed - 4 * μ * eu
      · have e := congrFun h s
        simp only [if_neg h0, if_neg h1, Pi.smul_apply, smul_eq_mul] at e
        linear_combination (-(μ - 4) * (μ + 4)) * e
  rcases mul_eq_zero.mp key with h2 | h2
  · rcases mul_eq_zero.mp h2 with h3 | h3
    · rcases mul_eq_zero.mp h3 with h4 | h4
      · exact Or.inl h4
      · exact Or.inr (Or.inl (by linear_combination h4))
    · exact Or.inr (Or.inr (by linear_combination h3))
  · exact absurd h2 hs
```

## Preassigned local values

Classically, each $a_i$ and $b_i$ is $\pm1$ and keeps its value whatever is measured on the other spins. `merminValue` encodes this by using the same number in every term where it occurs. Group the combination as

$$a_1(a_2a_3 - b_2b_3) - b_1(a_2b_3 + b_2a_3).$$

The products $(a_2a_3)(b_2b_3)$ and $(a_2b_3)(b_2a_3)$ are equal. If they are $+1$, the first bracket is 0 and the second is $\pm2$; if they are $-1$, the roles are exchanged. The value is therefore $\pm2$. Lean checks the 64 sign assignments instead.

If the numbers could differ from term to term, the combination could reach 4. If their size were free, $a_i=2$, $b_i=0$ would give 8.

```lean
/-- If the six local observables are replaced by numbers ±1, the Mermin combination has
absolute value at most 2. -/
theorem classical_bound (a₁ b₁ a₂ b₂ a₃ b₃ : ℝ)
    (ha₁ : a₁ = 1 ∨ a₁ = -1) (hb₁ : b₁ = 1 ∨ b₁ = -1) (ha₂ : a₂ = 1 ∨ a₂ = -1)
    (hb₂ : b₂ = 1 ∨ b₂ = -1) (ha₃ : a₃ = 1 ∨ a₃ = -1) (hb₃ : b₃ = 1 ∨ b₃ = -1) :
    |merminValue a₁ b₁ a₂ b₂ a₃ b₃| ≤ 2 := by
  rw [abs_le, merminValue]
  rcases ha₁ with rfl | rfl <;> rcases hb₁ with rfl | rfl <;> rcases ha₂ with rfl | rfl <;>
    rcases hb₂ with rfl | rfl <;> rcases ha₃ with rfl | rfl <;> rcases hb₃ with rfl | rfl <;>
    norm_num
```

## Probabilities for the hidden variable

A hidden variable $l$ with probability $p_l$ selects the local values, and $p_l$ does not depend on the measurement settings. By the triangle inequality, the average is at most $\sum_l 2p_l = 2$ in absolute value. This uses $p_l\ge0$ to remove the absolute value from $p_l$, and $\sum_l p_l=1$ at the end. With weights 2 and $-1$ on assignments of value 2 and $-2$, the "average" would be 6. The theorem covers finite distributions.

```lean
/-- The average of the Mermin combination over a finite probability distribution of
local values ±1 has absolute value at most 2. -/
theorem hidden_variable_bound {L : Type*} [Fintype L] (p : L → ℝ) (a b : Fin 3 → L → ℝ)
    (hp : ∀ l, 0 ≤ p l) (hsum : ∑ l, p l = 1)
    (ha : ∀ i l, a i l = 1 ∨ a i l = -1) (hb : ∀ i l, b i l = 1 ∨ b i l = -1) :
    |∑ l, p l * merminValue (a 0 l) (b 0 l) (a 1 l) (b 1 l) (a 2 l) (b 2 l)| ≤ 2 := by
  refine (Finset.abs_sum_le_sum_abs _ _).trans ?_
  calc _ ≤ ∑ l, p l * 2 := by
        refine Finset.sum_le_sum fun l _ => ?_
        rw [abs_mul, abs_of_nonneg (hp l)]
        exact mul_le_mul_of_nonneg_left (classical_bound _ _ _ _ _ _ (ha 0 l) (hb 0 l)
          (ha 1 l) (hb 1 l) (ha 2 l) (hb 2 l)) (hp l)
    _ = 2 := by rw [← Finset.sum_mul, hsum, one_mul]
```

## Square, eigenvector and bound together

The final theorem combines `M_sq`, the eigenvector and `classical_bound`. `star ghz ⬝ᵥ ghz = 1` is the normalisation, $\tfrac12+\tfrac12=1$, and `M *ᵥ ghz` is evaluated with `M_mulVec`. Noise, imperfect detection and larger numbers of spins are not modelled.

```lean
/-- The Mermin matrix has square 4 + 4(Z₁Z₂ + Z₁Z₃ + Z₂Z₃) and the normalised eigenvector
(uuu + ddd)/√2 with eigenvalue 4, whereas local values ±1 give absolute value at most 2. -/
theorem mermin_quantum_vs_classical :
    M ^ 2 = (4 : ℂ) • (1 : Matrix Spins Spins ℂ)
      + (4 : ℂ) • (op3 σz σz 1 + op3 σz 1 σz + op3 1 σz σz) ∧
    star ghz ⬝ᵥ ghz = 1 ∧ M *ᵥ ghz = (4 : ℂ) • ghz ∧
    ∀ a b : Fin 3 → ℝ, (∀ i, a i = 1 ∨ a i = -1) → (∀ i, b i = 1 ∨ b i = -1) →
      |merminValue (a 0) (b 0) (a 1) (b 1) (a 2) (b 2)| ≤ 2 := by
  refine ⟨M_sq, ?_, ?_, fun a b ha hb => classical_bound _ _ _ _ _ _
    (ha 0) (hb 0) (ha 1) (hb 1) (ha 2) (hb 2)⟩
  · -- the two amplitudes each carry probability 1/2
    have h : ((Real.sqrt 2 : ℝ) : ℂ)⁻¹ * ((Real.sqrt 2 : ℝ) : ℂ)⁻¹ = 1 / 2 := by
      rw [← mul_inv, ← Complex.ofReal_mul, Real.mul_self_sqrt (by norm_num)]
      norm_num
    simp [dotProduct, Fintype.sum_prod_type, Fin.sum_univ_two, ghz]
    linear_combination 2 * h
  · rw [M_mulVec]
    ext ⟨i, j, k⟩
    fin_cases i <;> fin_cases j <;> fin_cases k <;> simp [ghz]

end

end MerminThreeSpins
```

```lean
#print axioms MerminThreeSpins.M_eigenvalue
-- 'MerminThreeSpins.M_eigenvalue' depends on axioms: [propext, Classical.choice, Quot.sound]
#print axioms MerminThreeSpins.hidden_variable_bound
-- 'MerminThreeSpins.hidden_variable_bound' depends on axioms: [propext, Classical.choice, Quot.sound]
#print axioms MerminThreeSpins.mermin_quantum_vs_classical
-- 'MerminThreeSpins.mermin_quantum_vs_classical' depends on axioms: [propext, Classical.choice, Quot.sound]
```
